# Equality in the Kadison–Schwarz inequality for Kraus maps: $F(A^\dagger A)=F(A)^\dagger F(A)$ exactly when $F(BA)=F(B)F(A)$ for every $B$

Let finitely many complex matrices $K_j$ with $\sum_j K_j^\dagger K_j = 1$ describe a noise process or a measurement on a quantum system, and let $F(A)=\sum_j K_j^\dagger A K_j$ be the operator whose expectation value before the process equals that of $A$ after it. The Kadison–Schwarz inequality says that $F(A^\dagger A)-F(A)^\dagger F(A)$ is positive semidefinite, and the theorems below determine for which $A$ this difference is zero.

In Lean 4 with Mathlib:

```lean
import Mathlib

open Matrix

namespace KadisonSchwarzEquality

variable {ι m n : Type*} [Fintype ι] [Fintype m] [Fintype n] [DecidableEq n]

/-- The Heisenberg-picture map `F(A) = ∑ K_j† A K_j` with Kraus matrices `K_j`. -/
def heisenbergMap (K : ι → Matrix m n ℂ) (A : Matrix m m ℂ) : Matrix n n ℂ :=
  ∑ j, (K j)ᴴ * A * K j

omit [Fintype n] [DecidableEq n] in
/-- The Heisenberg map respects adjoints: `F(A†) = F(A)†`. -/
theorem heisenbergMap_conjTranspose (K : ι → Matrix m n ℂ) (A : Matrix m m ℂ) :
    heisenbergMap K Aᴴ = (heisenbergMap K A)ᴴ := by
  simp [heisenbergMap, conjTranspose_sum, conjTranspose_mul, Matrix.mul_assoc]

/-- For Kraus matrices with `∑ K_j† K_j = 1`, the defect `F(B†A) - F(B)†F(A)` is a sum of
products of the deviations `B K_j - K_j F(B)` and `A K_j - K_j F(A)`. -/
theorem defect_eq_sum (K : ι → Matrix m n ℂ) (hK : ∑ j, (K j)ᴴ * K j = 1)
    (A B : Matrix m m ℂ) :
    heisenbergMap K (Bᴴ * A) - (heisenbergMap K B)ᴴ * heisenbergMap K A =
      ∑ j, (B * K j - K j * heisenbergMap K B)ᴴ * (A * K j - K j * heisenbergMap K A) := by
  -- expand one term of the sum
  have h : ∀ j, (B * K j - K j * heisenbergMap K B)ᴴ * (A * K j - K j * heisenbergMap K A) =
      (K j)ᴴ * (Bᴴ * A) * K j - ((K j)ᴴ * Bᴴ * K j) * heisenbergMap K A
        - (heisenbergMap K B)ᴴ * ((K j)ᴴ * A * K j)
        + (heisenbergMap K B)ᴴ * ((K j)ᴴ * K j) * heisenbergMap K A := by
    intro j
    simp only [conjTranspose_sub, conjTranspose_mul, Matrix.sub_mul, Matrix.mul_sub,
      Matrix.mul_assoc]
    abel
  -- sum each of the four contributions
  have h0 : ∑ j, (K j)ᴴ * (Bᴴ * A) * K j = heisenbergMap K (Bᴴ * A) := rfl
  have h1 : ∑ j, ((K j)ᴴ * Bᴴ * K j) * heisenbergMap K A =
      (heisenbergMap K B)ᴴ * heisenbergMap K A := by
    rw [← Matrix.sum_mul, ← heisenbergMap_conjTranspose]
    rfl
  have h2 : ∑ j, (heisenbergMap K B)ᴴ * ((K j)ᴴ * A * K j) =
      (heisenbergMap K B)ᴴ * heisenbergMap K A := by
    rw [← Matrix.mul_sum]
    rfl
  have h3 : ∑ j, (heisenbergMap K B)ᴴ * ((K j)ᴴ * K j) * heisenbergMap K A =
      (heisenbergMap K B)ᴴ * heisenbergMap K A := by
    rw [← Matrix.sum_mul, ← Matrix.mul_sum, hK, Matrix.mul_one]
  rw [Finset.sum_congr rfl (fun j _ => h j), Finset.sum_add_distrib, Finset.sum_sub_distrib,
    Finset.sum_sub_distrib, h0, h1, h2, h3]
  abel

omit [Fintype n] [DecidableEq n] in
/-- If a finite sum of matrices `M_j† M_j` vanishes, then every `M_j` vanishes. -/
theorem eq_zero_of_sum_gram (M : ι → Matrix m n ℂ) (h : ∑ j, (M j)ᴴ * M j = 0) (j : ι) :
    M j = 0 := by
  ext i b
  -- a diagonal entry of the sum is a sum of squared moduli
  have h2 : ((∑ j, ∑ i, Complex.normSq (M j i b) : ℝ) : ℂ) = 0 := by
    calc ((∑ j, ∑ i, Complex.normSq (M j i b) : ℝ) : ℂ)
        = (∑ j, (M j)ᴴ * M j) b b := by
          simp only [Complex.ofReal_sum, Matrix.sum_apply, Matrix.mul_apply,
            conjTranspose_apply, Complex.normSq_eq_conj_mul_self, starRingEnd_apply]
      _ = 0 := by rw [h]; rfl
  have h3 : ∑ j, ∑ i, Complex.normSq (M j i b) = 0 := by exact_mod_cast h2
  have h4 := (Finset.sum_eq_zero_iff_of_nonneg (fun j _ =>
    Finset.sum_nonneg fun i _ => Complex.normSq_nonneg (M j i b))).1 h3 j (Finset.mem_univ j)
  have h5 := (Finset.sum_eq_zero_iff_of_nonneg (fun i _ =>
    Complex.normSq_nonneg (M j i b))).1 h4 i (Finset.mem_univ i)
  exact Complex.normSq_eq_zero.1 h5

/-- For `∑ K_j† K_j = 1`, equality `F(A†A) = F(A)†F(A)` holds exactly when `A` can be moved
through every Kraus matrix, `A K_j = K_j F(A)`. -/
theorem equality_iff_intertwines (K : ι → Matrix m n ℂ) (hK : ∑ j, (K j)ᴴ * K j = 1)
    (A : Matrix m m ℂ) :
    heisenbergMap K (Aᴴ * A) = (heisenbergMap K A)ᴴ * heisenbergMap K A ↔
      ∀ j, A * K j = K j * heisenbergMap K A := by
  rw [← sub_eq_zero, defect_eq_sum K hK]
  constructor
  · intro h j
    exact sub_eq_zero.1 (eq_zero_of_sum_gram _ h j)
  · intro h
    refine Finset.sum_eq_zero fun j _ => ?_
    rw [h j, sub_self, Matrix.mul_zero]

/-- Equality case of the Kadison-Schwarz inequality: for `∑ K_j† K_j = 1`, one has
`F(A†A) = F(A)†F(A)` if and only if `F(BA) = F(B)F(A)` for every `B`. -/
theorem equality_iff_multiplicative (K : ι → Matrix m n ℂ) (hK : ∑ j, (K j)ᴴ * K j = 1)
    (A : Matrix m m ℂ) :
    heisenbergMap K (Aᴴ * A) = (heisenbergMap K A)ᴴ * heisenbergMap K A ↔
      ∀ B, heisenbergMap K (B * A) = heisenbergMap K B * heisenbergMap K A := by
  constructor
  · intro h B
    have hI := (equality_iff_intertwines K hK A).1 h
    -- move `A` to the right through each Kraus matrix
    calc heisenbergMap K (B * A)
        = ∑ j, ((K j)ᴴ * B * K j) * heisenbergMap K A :=
          Finset.sum_congr rfl fun j _ => by
            rw [Matrix.mul_assoc ((K j)ᴴ * B), ← hI j]
            simp only [Matrix.mul_assoc]
      _ = heisenbergMap K B * heisenbergMap K A := by
          rw [← Matrix.sum_mul]
          rfl
  · intro h
    rw [h Aᴴ, heisenbergMap_conjTranspose]

/-- For `∑ K_j† K_j = 1`, if `A` and `B` both attain equality in the Kadison-Schwarz
inequality, then so does their product `AB`. -/
theorem equality_mul (K : ι → Matrix m n ℂ) (hK : ∑ j, (K j)ᴴ * K j = 1)
    (A B : Matrix m m ℂ)
    (hA : heisenbergMap K (Aᴴ * A) = (heisenbergMap K A)ᴴ * heisenbergMap K A)
    (hB : heisenbergMap K (Bᴴ * B) = (heisenbergMap K B)ᴴ * heisenbergMap K B) :
    heisenbergMap K ((A * B)ᴴ * (A * B)) =
      (heisenbergMap K (A * B))ᴴ * heisenbergMap K (A * B) := by
  rw [equality_iff_multiplicative K hK] at hA hB ⊢
  intro C
  rw [← Matrix.mul_assoc, hB (C * A), hA C, hB A, Matrix.mul_assoc]

/-- For `∑ K_j† K_j = 1`, both `A` and `A†` attain equality in the Kadison-Schwarz inequality
exactly when `A` commutes with every product `K_j K_k†`. -/
theorem two_sided_equality_iff_commutes (K : ι → Matrix m n ℂ)
    (hK : ∑ j, (K j)ᴴ * K j = 1) (A : Matrix m m ℂ) :
    (heisenbergMap K (Aᴴ * A) = (heisenbergMap K A)ᴴ * heisenbergMap K A ∧
      heisenbergMap K (A * Aᴴ) = heisenbergMap K A * (heisenbergMap K A)ᴴ) ↔
      ∀ j k, A * (K j * (K k)ᴴ) = K j * (K k)ᴴ * A := by
  constructor
  · rintro ⟨h, h'⟩ j k
    have h1 := (equality_iff_intertwines K hK A).1 h
    have h2 := (equality_iff_intertwines K hK Aᴴ).1 (by
      rw [conjTranspose_conjTranspose, heisenbergMap_conjTranspose, conjTranspose_conjTranspose]
      exact h')
    -- the adjoint relation moves `A` through `K_k†`
    have h3 : (K k)ᴴ * A = heisenbergMap K A * (K k)ᴴ := by
      have := congrArg conjTranspose (h2 k)
      simpa [conjTranspose_mul, heisenbergMap_conjTranspose] using this
    rw [← Matrix.mul_assoc, h1 j, Matrix.mul_assoc, Matrix.mul_assoc, h3]
  · intro h
    -- commutation gives the intertwining relation after inserting `∑ K_k† K_k = 1`
    have key : ∀ X : Matrix m m ℂ, (∀ j k, X * (K j * (K k)ᴴ) = K j * (K k)ᴴ * X) →
        heisenbergMap K (Xᴴ * X) = (heisenbergMap K X)ᴴ * heisenbergMap K X := by
      intro X hX
      refine (equality_iff_intertwines K hK X).2 fun j => ?_
      calc X * K j = X * K j * ∑ k, (K k)ᴴ * K k := by rw [hK, Matrix.mul_one]
        _ = ∑ k, K j * ((K k)ᴴ * X * K k) := by
            rw [Matrix.mul_sum]
            refine Finset.sum_congr rfl fun k _ => ?_
            calc X * K j * ((K k)ᴴ * K k) = X * (K j * (K k)ᴴ) * K k := by
                  simp only [Matrix.mul_assoc]
              _ = K j * ((K k)ᴴ * X * K k) := by
                  rw [hX j k]
                  simp only [Matrix.mul_assoc]
        _ = K j * heisenbergMap K X := by
            rw [← Matrix.mul_sum]
            rfl
    refine ⟨key A h, ?_⟩
    have h' := key Aᴴ (fun j k => by
      have := congrArg conjTranspose (h k j)
      simpa [conjTranspose_mul, Matrix.mul_assoc] using this.symm)
    rwa [conjTranspose_conjTranspose, heisenbergMap_conjTranspose,
      conjTranspose_conjTranspose] at h'

/-- Kraus matrices `|0⟩⟨0|` and `|0⟩⟨1|` of the reset of a qubit to the state `|0⟩`. -/
def resetKraus : Fin 2 → Matrix (Fin 2) (Fin 2) ℂ :=
  ![!![1, 0; 0, 0], !![0, 1; 0, 0]]

/-- The qubit reset satisfies `∑ K_j† K_j = 1`, and `A = |0⟩⟨1|` attains equality in the
Kadison-Schwarz inequality while `A†` does not. -/
theorem reset_witness :
    ∑ j, (resetKraus j)ᴴ * resetKraus j = 1 ∧
    heisenbergMap resetKraus (!![0, 1; 0, 0]ᴴ * !![0, 1; 0, 0]) =
      (heisenbergMap resetKraus !![0, 1; 0, 0])ᴴ * heisenbergMap resetKraus !![0, 1; 0, 0] ∧
    heisenbergMap resetKraus (!![0, 1; 0, 0] * !![0, 1; 0, 0]ᴴ) ≠
      heisenbergMap resetKraus !![0, 1; 0, 0] * (heisenbergMap resetKraus !![0, 1; 0, 0])ᴴ := by
  refine ⟨?_, ?_, ?_⟩
  · ext i j
    fin_cases i <;> fin_cases j <;>
      simp [resetKraus, Matrix.mul_apply, Fin.sum_univ_two]
  · ext i j
    fin_cases i <;> fin_cases j <;>
      simp [heisenbergMap, resetKraus, Matrix.mul_apply, Fin.sum_univ_two]
  · intro h
    -- write the adjoint out, then compare the upper left entries
    have e : (!![0, 1; 0, 0] : Matrix (Fin 2) (Fin 2) ℂ)ᴴ = !![0, 0; 1, 0] := by
      ext i j
      fin_cases i <;> fin_cases j <;> simp [conjTranspose_apply]
    rw [e] at h
    have h00 := congrFun (congrFun h 0) 0
    simp [heisenbergMap, resetKraus, Matrix.mul_apply, Fin.sum_univ_two] at h00

end KadisonSchwarzEquality
```

```lean
#print axioms KadisonSchwarzEquality.equality_mul
#print axioms KadisonSchwarzEquality.two_sided_equality_iff_commutes
```

```
'KadisonSchwarzEquality.equality_mul' depends on axioms: [propext, Classical.choice, Quot.sound]
'KadisonSchwarzEquality.two_sided_equality_iff_commutes' depends on axioms: [propext, Classical.choice, Quot.sound]
```

## Which operators attain equality

The main theorem, `equality_iff_multiplicative`, takes a finite family $K_j$ with $\sum_j K_j^\dagger K_j=1$ and any square matrix $A$. It says that $F(A^\dagger A)=F(A)^\dagger F(A)$ holds if and only if $F(BA)=F(B)F(A)$ for every $B$. A single equation about $A$ thus decides whether $A$ can be split off on the right of every product.

Three further theorems describe the matrices that attain equality:

- `equality_iff_intertwines` characterises them by the relation $AK_j=K_jF(A)$ for every $j$.
- `equality_mul` says that if $A$ and $B$ attain equality, so does $AB$.
- `two_sided_equality_iff_commutes` says that $A$ and $A^\dagger$ both attain equality exactly when $A$ commutes with every product $K_jK_k^\dagger$.

The inequality itself is not stated as a theorem in the code, but it follows in one line from the identity `defect_eq_sum`, as shown below.

## The variance of an observable after a noisy process

Suppose $A$ is Hermitian and is measured after the process has acted on a state. Its mean is $\langle F(A)\rangle$ and its variance is $\langle F(A^2)\rangle-\langle F(A)\rangle^2$, with expectation values taken in the initial state. Measuring $F(A)$ directly in the initial state gives the same mean, but the variance $\langle F(A)^2\rangle-\langle F(A)\rangle^2$. The variance of $A$ after the process therefore exceeds that of $F(A)$ before it by
$$\langle F(A^2)-F(A)^2\rangle\ \ge\ 0 .$$
Equality in the Kadison–Schwarz inequality means that these two variances agree, whatever the initial state. The comparison is with $F(A)$ and not with $A$ before the process, whose variance can also be larger than the final one. For Hermitian $A$ the two conditions in `two_sided_equality_iff_commutes` coincide, so for a finite-dimensional system with known Kraus matrices the observables for which the two variances agree in every initial state are those that commute with all $K_jK_k^\dagger$.

In the code, `heisenbergMap K A` is $F(A)$ and `Aᴴ` is $A^\dagger$. The letters `m` and `n` stand for finite index sets and not for dimensions. Each `K j` has rows labelled by `m` and columns labelled by `n`, so it takes vectors of the initial space to vectors of the final space, and the two spaces may differ in dimension. Accordingly $A$ is an `m`-by-`m` matrix and $F(A)$ an `n`-by-`n` matrix. The matrix $A$ need not be Hermitian.

The hypothesis `hK`, $\sum_j K_j^\dagger K_j=1$, expresses conservation of probability: the map $\rho\mapsto\sum_j K_j\rho K_j^\dagger$ on density matrices preserves the trace. If the $K_j$ belong to the outcomes of a measurement, $F$ describes the case in which the outcome is not recorded.

That a real process has this form is a physical assumption. It is justified, for example, when the system starts uncorrelated with an environment in a fixed state and the two then evolve unitarily together. All spaces here are finite-dimensional and the family of Kraus matrices is finite.

## The defect as a sum of squares

The map respects adjoints, because
$$F(A^\dagger)=\sum_j K_j^\dagger A^\dagger K_j=\sum_j (K_j^\dagger A K_j)^\dagger=F(A)^\dagger .$$
This is `heisenbergMap_conjTranspose`.

Now write $D_j(A)=AK_j-K_jF(A)$ for the failure of $A$ to pass through $K_j$. Multiplying out gives
$$D_j(B)^\dagger D_j(A)=K_j^\dagger B^\dagger A K_j-K_j^\dagger B^\dagger K_j\,F(A)-F(B)^\dagger K_j^\dagger A K_j+F(B)^\dagger K_j^\dagger K_j F(A).$$
Summed over $j$, the first term becomes $F(B^\dagger A)$. The second and third each become $-F(B)^\dagger F(A)$. The fourth becomes $+F(B)^\dagger F(A)$, and this is where $\sum_j K_j^\dagger K_j=1$ enters. Hence
$$F(B^\dagger A)-F(B)^\dagger F(A)=\sum_j D_j(B)^\dagger D_j(A).$$
In `defect_eq_sum` the expansion of one term is `h`, and the four sums are `h0` to `h3`. The final `abel` collects them.

For $B=A$ the expectation value of the right-hand side in a vector $v$ is $\sum_j\|D_j(A)v\|^2\ge 0$, which is the Kadison–Schwarz inequality.

## From a vanishing defect to factorisation

If a sum $\sum_j M_j^\dagger M_j$ is zero, each $M_j$ is zero. To see this, take the diagonal entry with index $b$:
$$0=\Big(\sum_j M_j^\dagger M_j\Big)_{bb}=\sum_j\sum_i |(M_j)_{ib}|^2 .$$
A sum of non-negative numbers vanishes only if every term does. The lemma `eq_zero_of_sum_gram` follows this argument. It passes from complex to real numbers in `h3`, and then applies the fact about non-negative sums twice, first to the sum over $j$ and then to the sum over $i$.

With $M_j=D_j(A)$, equality for $A$ forces $AK_j=K_jF(A)$ for every $j$. Conversely, this relation makes every term of the defect zero. Together these are the two directions of `equality_iff_intertwines`.

The factorisation is now a short calculation:
$$F(BA)=\sum_j K_j^\dagger B\,(AK_j)=\sum_j K_j^\dagger B K_j\,F(A)=F(B)F(A).$$
The `calc` block in `equality_iff_multiplicative` consists of these steps. For the converse, set $B=A^\dagger$ and use $F(A^\dagger)=F(A)^\dagger$.

Closure under products uses only the factorised form. If $A$ and $B$ attain equality, then for every $C$
$$F(CAB)=F(CA)F(B)=F(C)F(A)F(B)=F(C)F(AB).$$
The proof of `equality_mul` first rewrites both hypotheses and the goal with the main theorem, and then performs this chain of rewrites.

## The commutation criterion

Suppose both $A$ and $A^\dagger$ attain equality. Then $AK_j=K_jF(A)$ and $A^\dagger K_k=K_kF(A)^\dagger$. The adjoint of the second relation is $K_k^\dagger A=F(A)K_k^\dagger$, which is `h3` in the proof. Therefore
$$AK_jK_k^\dagger=K_jF(A)K_k^\dagger=K_jK_k^\dagger A .$$

For the other direction, let $A$ commute with all $K_jK_k^\dagger$ and insert $1=\sum_k K_k^\dagger K_k$:
$$AK_j=\sum_k AK_jK_k^\dagger K_k=\sum_k K_jK_k^\dagger A K_k=K_jF(A).$$
So $A$ attains equality. Taking the adjoint of the commutation relation and exchanging $j$ and $k$ shows that $A^\dagger$ commutes with the same products, and so it attains equality as well. The proof states the argument once, as `key`, for a general matrix `X`, and applies it to $A$ and to $A^\dagger$.

## Resetting a qubit

The order of the factors in $F(BA)=F(B)F(A)$ matters. The reset of a qubit to $|0\rangle$ has the Kraus matrices $K_0=|0\rangle\langle 0|$ and $K_1=|0\rangle\langle 1|$, given in the code by `resetKraus`, and a short calculation gives
$$F(A)=\langle 0|A|0\rangle\,1 .$$
For $A=|0\rangle\langle 1|$ we have $F(A)=0$. Since $A^\dagger A=|1\rangle\langle 1|$, also $F(A^\dagger A)=0$, and $A$ attains equality. But $AA^\dagger=|0\rangle\langle 0|$ gives $F(AA^\dagger)=1$, while $F(A)F(A)^\dagger=0$, so $A^\dagger$ does not attain equality. The same numbers show that $F(AB)=F(A)F(B)$ fails for $B=A^\dagger$.

The theorem `reset_witness` records the normalisation of the Kraus matrices, the equality for $A$ and its failure for $A^\dagger$. The first two parts are checked entry by entry. For the third, the upper left entries of the two sides are compared.

## Starting from the inequality instead of Kraus matrices

The map could also be modelled as an abstract linear map $F$ that respects adjoints and is assumed to satisfy the Kadison–Schwarz inequality for every matrix. For each vector $v$, the expression $\langle v,(F(B^\dagger A)-F(B)^\dagger F(A))v\rangle$ is then a positive semidefinite form in $B$ and $A$. By the Cauchy–Schwarz inequality, if it vanishes for $B=A$, it vanishes for every $B$, and the factorisation follows. This version applies to more maps, but it takes the inequality as a hypothesis, and without the matrices $K_j$ the criteria $AK_j=K_jF(A)$ and $AK_jK_k^\dagger=K_jK_k^\dagger A$ can't be formulated.
